# The classical-shadow snapshots $(d+1)P-1$ invert a finite weighted family of unit vectors exactly when it is a 2-design

## Question

Let $u_k\in\mathbb C^d$ be finitely many unit vectors with weights $w_k\ge 0$. Write $P_k=u_ku_k^\dagger$, let $\langle u,v\rangle$ be conjugate-linear in $u$, and let $F$ be the swap on $\mathbb C^d\otimes\mathbb C^d$, so that $F(x\otimes y)=y\otimes x$. The family is a 2-design if

$$\sum_k w_k\,P_k\otimes P_k=\frac{1+F}{d(d+1)} .$$

In classical-shadow tomography with such a 2-design, I record an outcome $k$ and store the matrix $(d+1)P_k-1$. The claim is that these matrices average to the state, and more generally that every $d\times d$ matrix $A$ satisfies

$$A=\sum_k w_k\,d\,\langle u_k,Au_k\rangle\,\bigl((d+1)P_k-1\bigr).$$

I would like to see this derived from the 2-design condition alone, and checked by machine. Is the condition also necessary?

## Answer

Yes, it is also necessary for this formula, and the equivalence holds for any real weights. The necessity concerns the particular snapshots $(d+1)P_k-1$; an informationally complete measurement that is not a 2-design can still be inverted with other snapshots.

### From the swap to the inversion formula

Write $\langle A\rangle_k=\langle u_k,Au_k\rangle=\sum_{ij}A_{ij}(P_k)_{ji}$. In matrix entries, with row $(a,b)$ and column $(c,e)$, the 2-design condition reads

$$d(d+1)\sum_k w_k (P_k)_{ac}(P_k)_{be}=\delta_{ac}\delta_{be}+\delta_{bc}\delta_{ea}.$$

Set $a=j$, $c=i$, multiply by $A_{ij}$ and sum over $i,j$. The first term on the right gives $\operatorname{tr}(A)\,\delta_{be}$ and the second gives $A_{be}$, so

$$d(d+1)\sum_k w_k\langle A\rangle_k P_k=A+\operatorname{tr}(A)\,1. \tag{1}$$

Conversely, suppose (1) holds for all $A$. Choose the matrix unit $A_{ij}=\delta_{ic}\delta_{ja}$. Then $\langle A\rangle_k=(P_k)_{ac}$ and $\operatorname{tr}A=\delta_{ac}$, and the $(b,e)$ entry of (1) is the entrywise 2-design condition.

Now put $m=d\sum_k w_k\langle A\rangle_k$. Expanding the snapshots gives

$$\sum_k w_k d\langle A\rangle_k\bigl((d+1)P_k-1\bigr)=d(d+1)\sum_k w_k\langle A\rangle_kP_k-m\,1. \tag{2}$$

If (1) holds, its trace is $(d+1)m=(d+1)\operatorname{tr}A$, because $\operatorname{tr}P_k=1$. Hence $m=\operatorname{tr}A$, and the right side of (2) is $A$.

If instead the inversion formula holds, take its trace. Each snapshot has trace $(d+1)-d=1$, so again $m=\operatorname{tr}A$, and (2) becomes (1).

Multiplying the inversion formula by an observable $O$ and taking the trace gives

$$\operatorname{tr}(OA)=\sum_k w_kd\langle A\rangle_k\bigl((d+1)\langle O\rangle_k-\operatorname{tr}O\bigr).$$

### The Lean file

```lean
import Mathlib

open Matrix
open scoped Kronecker

namespace ClassicalShadowInversion

noncomputable section

variable {n ι : Type*} [Fintype n] [DecidableEq n] [Fintype ι]

/-- The matrix `u u^H`, which is the projector on `u` when `u` is a unit vector. -/
def proj (u : n → ℂ) : Matrix n n ℂ := vecMulVec u (star u)

/-- The expectation value `⟨u, A u⟩`. -/
def expval (u : n → ℂ) (A : Matrix n n ℂ) : ℂ := star u ⬝ᵥ (A *ᵥ u)

/-- The swap operator on two copies of the system. -/
def swapOp : Matrix (n × n) (n × n) ℂ :=
  Matrix.of fun p q => if q = (p.2, p.1) then 1 else 0

/-- The weighted vectors form a 2-design: `d(d+1) ∑ w P ⊗ P = 1 + F`, with `F` the swap. -/
def IsTwoDesign (w : ι → ℝ) (u : ι → n → ℂ) : Prop :=
  ((Fintype.card n : ℂ) * (Fintype.card n + 1)) •
    ∑ k, (w k : ℂ) • (proj (u k) ⊗ₖ proj (u k)) = 1 + swapOp

/-- The classical snapshot `(d+1) u u^H - 1` attached to the outcome `u`. -/
def snapshot (u : n → ℂ) : Matrix n n ℂ := ((Fintype.card n : ℂ) + 1) • proj u - 1

/-- The swap operator exchanges the two indices of a bipartite vector. -/
theorem swapOp_mulVec (v : n × n → ℂ) (i j : n) : (swapOp *ᵥ v) (i, j) = v (j, i) := by
  simp [swapOp, Matrix.mulVec, dotProduct]

omit [DecidableEq n] in
/-- The expectation value is the trace of the observable against `u u^H`. -/
theorem expval_eq_trace (u : n → ℂ) (A : Matrix n n ℂ) :
    expval u A = (A * proj u).trace := by
  simp only [expval, proj, Matrix.trace, Matrix.diag_apply, Matrix.mul_apply,
    Matrix.vecMulVec_apply, dotProduct, Matrix.mulVec, Finset.mul_sum]
  refine Finset.sum_congr rfl fun i _ => Finset.sum_congr rfl fun j _ => ?_
  ring

omit [DecidableEq n] in
/-- For a unit vector, `u u^H` has trace one. -/
theorem trace_proj {u : n → ℂ} (hu : star u ⬝ᵥ u = 1) : (proj u).trace = 1 := by
  refine Eq.trans ?_ hu
  simp only [Matrix.trace, Matrix.diag_apply, proj, Matrix.vecMulVec_apply, dotProduct]
  exact Finset.sum_congr rfl fun i _ => mul_comm _ _

/-- The 2-design condition written out in matrix entries. -/
theorem isTwoDesign_iff_entries (w : ι → ℝ) (u : ι → n → ℂ) :
    IsTwoDesign w u ↔ ∀ a b c e : n,
      ((Fintype.card n : ℂ) * (Fintype.card n + 1)) *
        ∑ k, (w k : ℂ) * (proj (u k) a c * proj (u k) b e) =
      (if a = c then 1 else 0) * (if b = e then 1 else 0) +
        (if b = c then 1 else 0) * (if e = a then 1 else 0) := by
  have hR : ∀ a b c e : n, (1 + swapOp : Matrix (n × n) (n × n) ℂ) (a, b) (c, e) =
      (if a = c then 1 else 0) * (if b = e then 1 else 0) +
        (if b = c then 1 else 0) * (if e = a then 1 else 0) := by
    intro a b c e
    simp only [Matrix.add_apply, Matrix.one_apply, swapOp, Matrix.of_apply, Prod.mk.injEq]
    split_ifs <;> first | (norm_num; done) | (exfalso; grind)
  have hL : ∀ a b c e : n, (((Fintype.card n : ℂ) * (Fintype.card n + 1)) •
      ∑ k, (w k : ℂ) • (proj (u k) ⊗ₖ proj (u k))) (a, b) (c, e) =
      ((Fintype.card n : ℂ) * (Fintype.card n + 1)) *
        ∑ k, (w k : ℂ) * (proj (u k) a c * proj (u k) b e) := by
    intro a b c e
    simp only [Matrix.smul_apply, Matrix.sum_apply, Matrix.kroneckerMap_apply, smul_eq_mul]
  constructor
  · intro h a b c e
    rw [← hL, ← hR]
    exact congrFun (congrFun h (a, b)) (c, e)
  · intro h
    unfold IsTwoDesign
    ext ⟨a, b⟩ ⟨c, e⟩
    rw [hL, hR]
    exact h a b c e

/-- The 2-design condition holds exactly when every matrix `A` satisfies `d(d+1) ∑ w ⟨u, A u⟩ u u^H
= A + tr(A) 1`. -/
theorem isTwoDesign_iff_channel (w : ι → ℝ) (u : ι → n → ℂ) :
    IsTwoDesign w u ↔ ∀ A : Matrix n n ℂ,
      ((Fintype.card n : ℂ) * (Fintype.card n + 1)) •
        ∑ k, (w k : ℂ) • expval (u k) A • proj (u k) = A + A.trace • 1 := by
  have hE : ∀ (v : n → ℂ) (A : Matrix n n ℂ),
      expval v A = ∑ i, ∑ j, A i j * proj v j i := by
    intro v A
    rw [expval_eq_trace]
    simp only [Matrix.trace, Matrix.diag_apply, Matrix.mul_apply]
  rw [isTwoDesign_iff_entries]
  constructor
  · intro h A
    ext b e
    simp only [Matrix.smul_apply, Matrix.sum_apply, Matrix.add_apply, smul_eq_mul,
      Matrix.one_apply]
    -- contract the first tensor factor with `A`
    calc _ = ∑ i, ∑ j, A i j * (((Fintype.card n : ℂ) * (Fintype.card n + 1)) *
          ∑ k, (w k : ℂ) * (proj (u k) j i * proj (u k) b e)) := by
          simp only [hE, Finset.mul_sum, Finset.sum_mul]
          rw [Finset.sum_comm]
          refine Finset.sum_congr rfl fun i _ => ?_
          rw [Finset.sum_comm]
          refine Finset.sum_congr rfl fun j _ => Finset.sum_congr rfl fun k _ => ?_
          ring
      _ = ∑ i, ∑ j, A i j * ((if j = i then 1 else 0) * (if b = e then 1 else 0) +
          (if b = i then 1 else 0) * (if e = j then 1 else 0)) := by
          simp only [h]
      _ = _ := by
          by_cases hbe : b = e
          · subst hbe
            simp [mul_add, Finset.sum_add_distrib, Matrix.trace, add_comm]
          · simp [hbe]
  · intro h a b c e
    -- test the channel on a matrix unit
    obtain ⟨A, hA⟩ : ∃ A : Matrix n n ℂ, ∀ i j,
        A i j = (if i = c then 1 else 0) * (if j = a then 1 else 0) :=
      ⟨fun i j => (if i = c then 1 else 0) * (if j = a then 1 else 0), fun _ _ => rfl⟩
    have hexp : ∀ k, expval (u k) A = proj (u k) a c := by
      intro k
      rw [hE]
      simp [hA]
    have htr : A.trace = if a = c then 1 else 0 := by
      simp [Matrix.trace, hA]
    have h1 := congrFun (congrFun (h A) b) e
    simp only [Matrix.smul_apply, Matrix.sum_apply, Matrix.add_apply, smul_eq_mul, hexp, htr,
      Matrix.one_apply, hA] at h1
    linear_combination h1

/-- Classical-shadow inversion: weighted unit vectors form a 2-design if and only if every
matrix `A` is the sum of the snapshots `(d+1) u u^H - 1` with coefficients `w d ⟨u, A u⟩`. -/
theorem isTwoDesign_iff_shadow_inversion (w : ι → ℝ) (u : ι → n → ℂ)
    (hu : ∀ k, star (u k) ⬝ᵥ u k = 1) :
    IsTwoDesign w u ↔ ∀ A : Matrix n n ℂ,
      ∑ k, ((w k : ℂ) * Fintype.card n * expval (u k) A) • snapshot (u k) = A := by
  have split : ∀ A : Matrix n n ℂ,
      ∑ k, ((w k : ℂ) * Fintype.card n * expval (u k) A) • snapshot (u k) =
      ((Fintype.card n : ℂ) * (Fintype.card n + 1)) •
        ∑ k, (w k : ℂ) • expval (u k) A • proj (u k) -
      ((Fintype.card n : ℂ) * ∑ k, (w k : ℂ) * expval (u k) A) • (1 : Matrix n n ℂ) := by
    intro A
    rw [Finset.smul_sum, Finset.mul_sum, Finset.sum_smul, ← Finset.sum_sub_distrib]
    refine Finset.sum_congr rfl fun k _ => ?_
    unfold snapshot
    module
  have hd : (Fintype.card n : ℂ) + 1 ≠ 0 := Nat.cast_add_one_ne_zero _
  rw [isTwoDesign_iff_channel]
  constructor
  · intro h A
    -- the trace of the channel identity fixes the mean expectation value
    have ht := congrArg Matrix.trace (h A)
    simp only [Matrix.trace_smul, Matrix.trace_sum, Matrix.trace_add, Matrix.trace_one,
      trace_proj (hu _), smul_eq_mul, mul_one] at ht
    have hm : (Fintype.card n : ℂ) * ∑ k, (w k : ℂ) * expval (u k) A = A.trace := by
      apply mul_left_cancel₀ hd
      linear_combination ht
    rw [split, h A, hm, add_sub_cancel_right]
  · intro h A
    -- each snapshot has trace one
    have hs : ∀ k, (snapshot (u k)).trace = 1 := by
      intro k
      simp only [snapshot, Matrix.trace_sub, Matrix.trace_smul, trace_proj (hu k),
        Matrix.trace_one, smul_eq_mul]
      ring
    have ht := congrArg Matrix.trace (h A)
    simp only [Matrix.trace_sum, Matrix.trace_smul, hs, smul_eq_mul, mul_one] at ht
    have hm : (Fintype.card n : ℂ) * ∑ k, (w k : ℂ) * expval (u k) A = A.trace := by
      rw [← ht, Finset.mul_sum]
      exact Finset.sum_congr rfl fun k _ => by ring
    have h2 := split A
    rw [h A, hm] at h2
    exact (eq_sub_iff_add_eq.mp h2).symm

/-- For a 2-design of unit vectors, `tr(O A)` is the sum of the single-outcome estimates
`(d+1)⟨u, O u⟩ - tr O` with coefficients `w d ⟨u, A u⟩`. -/
theorem shadow_estimator (w : ι → ℝ) (u : ι → n → ℂ)
    (hu : ∀ k, star (u k) ⬝ᵥ u k = 1) (h : IsTwoDesign w u) (O A : Matrix n n ℂ) :
    (O * A).trace = ∑ k, ((w k : ℂ) * Fintype.card n * expval (u k) A) *
      (((Fintype.card n : ℂ) + 1) * expval (u k) O - O.trace) := by
  have hA := (isTwoDesign_iff_shadow_inversion w u hu).mp h A
  calc (O * A).trace = (O * ∑ k, ((w k : ℂ) * Fintype.card n * expval (u k) A) •
        snapshot (u k)).trace := by rw [hA]
    _ = _ := by
        rw [Finset.mul_sum, Matrix.trace_sum]
        refine Finset.sum_congr rfl fun k _ => ?_
        rw [Matrix.mul_smul, Matrix.trace_smul, snapshot, Matrix.mul_sub, Matrix.mul_smul,
          Matrix.trace_sub, Matrix.trace_smul, Matrix.mul_one, ← expval_eq_trace,
          smul_eq_mul, smul_eq_mul]

/-- The eigenstates of the Pauli matrices Z, X and Y, up to phases. -/
def pauliStates : Fin 6 → Fin 2 → ℂ :=
  ![![1, 0], ![0, 1], ![⟨1/2, 1/2⟩, ⟨1/2, 1/2⟩], ![⟨1/2, 1/2⟩, ⟨-1/2, -1/2⟩],
    ![⟨1/2, 1/2⟩, ⟨-1/2, 1/2⟩], ![⟨1/2, 1/2⟩, ⟨1/2, -1/2⟩]]

/-- The six Pauli eigenstates are unit vectors and form a 2-design with equal weights `1/6`. -/
theorem pauliStates_witness :
    (∀ k, star (pauliStates k) ⬝ᵥ pauliStates k = 1) ∧
      IsTwoDesign (fun _ => 1 / 6) pauliStates := by
  constructor
  · intro k
    fin_cases k <;> simp [pauliStates, dotProduct, Fin.sum_univ_two, Complex.ext_iff] <;>
      norm_num
  · rw [isTwoDesign_iff_entries]
    intro a b c e
    have key : ∑ k, proj (pauliStates k) a c * proj (pauliStates k) b e =
        (if a = c then 1 else 0) * (if b = e then 1 else 0) +
          (if b = c then 1 else 0) * (if e = a then 1 else 0) := by
      fin_cases a <;> fin_cases b <;> fin_cases c <;> fin_cases e <;>
        simp [Fin.sum_univ_six, proj, Matrix.vecMulVec_apply, pauliStates, Complex.ext_iff] <;>
        norm_num
    rw [← Finset.mul_sum, key, Fintype.card_fin]
    push_cast
    ring

end

end ClassicalShadowInversion
```

```lean
#print axioms ClassicalShadowInversion.swapOp_mulVec
#print axioms ClassicalShadowInversion.isTwoDesign_iff_shadow_inversion
#print axioms ClassicalShadowInversion.shadow_estimator
```

```
'ClassicalShadowInversion.swapOp_mulVec' depends on axioms: [propext, Classical.choice, Quot.sound]
'ClassicalShadowInversion.isTwoDesign_iff_shadow_inversion' depends on axioms: [propext, Classical.choice, Quot.sound]
'ClassicalShadowInversion.shadow_estimator' depends on axioms: [propext, Classical.choice, Quot.sound]
```

### What the theorems say

The basis labels form a finite type `n`, so $d$ is `Fintype.card n`, and a vector is a function `n → ℂ`. The outcomes form a finite type `ι`. `proj`, `expval` and `snapshot` are $P$, $\langle u,Au\rangle$ and $(d+1)P-1$. Normalisation is the hypothesis `hu`.

`swapOp` is an explicit permutation matrix, and `swapOp_mulVec` confirms that it exchanges the two indices of a bipartite vector. `IsTwoDesign` has the factor $d(d+1)$ multiplied to the left, which for $d\ge1$ is the same condition as in the question.

The main theorem, `isTwoDesign_iff_shadow_inversion`, is the equivalence for all complex matrices $A$, Hermitian or not. Its forward direction is your claim. `shadow_estimator` is the formula for $\operatorname{tr}(OA)$.

The 2-design condition is a hypothesis about the measurement: up to second moments, its directions are spread as evenly as uniformly random pure states. `pauliStates_witness` shows that the six Pauli eigenstates of a qubit, each with weight $1/6$, satisfy it.

For a 2-design, (1) with $A=1$ gives $\sum_k w_kdP_k=1$. When in addition the weights are non-negative and $A$ is a density matrix $\rho$, the coefficient $w_kd\langle\rho\rangle_k$ is the Born probability of outcome $k$ for the measurement with effects $w_kdP_k$. The theorem therefore concerns exact averages for an ideal, noiseless measurement in finite dimension. How many samples a given accuracy needs is a separate statistical question.

### How the proof follows the derivation

- `expval_eq_trace` and `trace_proj` supply $\langle u,Au\rangle=\operatorname{tr}(AP)$ and $\operatorname{tr}P=1$.
- `isTwoDesign_iff_entries` turns the operator equation into the one with Kronecker deltas. A case split on the index equalities handles the entries of $1+F$.
- `isTwoDesign_iff_channel` is the equivalence with (1). The `calc` block contracts the first factor with $A$, using `Finset.sum_comm` to reorder the sums. The other direction inserts the matrix unit.
- In the main theorem, `split` is equation (2), proved term by term with `module`. In both directions `hm` is $m=\operatorname{tr}A$; the forward one cancels the factor $d+1$, which is nonzero by `hd`.
- For the Pauli states, `fin_cases` checks all sixteen entries. Their phases are chosen so that every amplitude has rational real and imaginary parts, which avoids $\sqrt2$.

### In a qubit simulation

For a single qubit, one picks the $X$, $Y$ or $Z$ basis uniformly at random, measures, and stores the basis and the outcome. The estimate of $\langle O\rangle$ from one shot is $3\langle u_k,Ou_k\rangle-\operatorname{tr}O$. For $O=Z$ this is $\pm3$ if the $Z$ basis was chosen and $0$ otherwise, and the average of these numbers over the shots estimates $\langle Z\rangle$.

### A continuous family of directions

The finite sum could be replaced by an integral over a probability measure on unit vectors. That would include uniformly random states directly, at the cost of measurability and integrability arguments, while the contraction and trace steps would keep their form. The finite version already covers 2-design measurements with finitely many settings and outcomes, such as the single-qubit Pauli example.
